# With finitely many levels and nonnegative weights, not all zero, the mixed energy never rises in imaginary time and tends to the lowest populated level

Take two levels, $0$ and $\Delta>0$, with positive weights $c_0$ and $c_1$. The weights are the squared amplitudes of a trial state. Imaginary-time projection damps the upper amplitude by $e^{-t\Delta}$. The mixed energy is taken between the projected state and the unprojected trial state, so this factor enters once, not squared:

$$E(t)=\Delta\,p(t),\qquad p(t)=\frac{c_1e^{-t\Delta}}{c_0+c_1e^{-t\Delta}} .$$

The upper level's share $p$ falls to zero, and $E(t)$ falls with it. Differentiating gives $E'(t)=-\Delta^2p(1-p)$, which is minus the variance of an energy that equals $\Delta$ with probability $p$ and $0$ otherwise. The same mechanism works for any finite number of levels.

## Levels, weights and the estimator

```lean
import Mathlib

open Filter Topology

namespace MixedEstimator

noncomputable section

variable {ι : Type*} [Fintype ι]
```

The type `ι` is a finite set of labels for the energy eigenstates. Degenerate states may carry separate labels with equal energies.

```lean
/-- Overlap of the trial state with the projected state at imaginary time `t`,
for levels `E k` with weights `c k`. -/
def overlap (c E : ι → ℝ) (t : ℝ) : ℝ := ∑ k, c k * Real.exp (-t * E k)
```

Both `c` and `E` assign a real number to each label. The overlap is

$$Z(t)=\sum_k c_k e^{-tE_k}.$$

For a trial state $\phi=\sum_k b_k|k\rangle$ in an orthonormal eigenbasis of the Hamiltonian $H$, with $\hbar=1$, we have $\langle\phi|e^{-tH}|\phi\rangle=Z(t)$ with $c_k=|b_k|^2$. The file starts from this sum; the Hilbert space behind it is interpretation.

```lean
/-- Mixed estimator of the energy at imaginary time `t`, defined where the overlap is nonzero. -/
def mixedEnergy (c E : ι → ℝ) (t : ℝ) : ℝ :=
  (∑ k, c k * E k * Real.exp (-t * E k)) / overlap c E t
```

This is the mixed estimator $\langle\phi|He^{-tH}|\phi\rangle/\langle\phi|e^{-tH}|\phi\rangle$ in spectral form:

$$E(t)=\frac{N(t)}{Z(t)},\qquad N(t)=\sum_k c_kE_ke^{-tE_k}.$$

Multiplying all $c_k$ by a common positive factor leaves it unchanged, so $\phi$ need not be normalised.

```lean
/-- Variance of the energy in the weights `c k * exp (-t * E k)`, defined where the overlap
is nonzero. -/
def energyVariance (c E : ι → ℝ) (t : ℝ) : ℝ :=
  (∑ k, c k * Real.exp (-t * E k) * (E k - mixedEnergy c E t) ^ 2) / overlap c E t
```

The normalised weights at time $t$ are $c_ke^{-tE_k}/Z(t)$, and `energyVariance` is the variance of $E_k$ in them.

```lean
/-- With nonnegative weights, at least one of them positive, the overlap is positive. -/
theorem overlap_pos {c : ι → ℝ} (E : ι → ℝ) (hc : ∀ k, 0 ≤ c k) (hne : ∃ k, 0 < c k) (t : ℝ) :
    0 < overlap c E t := by
  obtain ⟨m, hm⟩ := hne
  exact Finset.sum_pos' (fun k _ => mul_nonneg (hc k) (Real.exp_pos _).le)
    ⟨m, Finset.mem_univ m, mul_pos hm (Real.exp_pos _)⟩
```

The hypothesis `hc` says that all weights are nonnegative, and `hne` that at least one is positive. Every term of $Z(t)$ is then nonnegative and one is positive, so $Z(t)>0$ and the quotients above are meaningful.

Physically, nonnegativity holds when the same state $\phi$ stands on both sides of the propagator. With two different states, the products of their coefficients can be negative, and the energy may then rise: weights $2,-1$ on levels $0,1$ give $E(t)=-e^{-t}/(2-e^{-t})$, which climbs towards $0$ for $t\ge 0$.

## The slope is minus a variance

```lean
/-- Differentiating a sum of terms `a k * exp (-t * E k)` in imaginary time brings down a factor
`-E k` in each term. -/
theorem hasDerivAt_expSum (a E : ι → ℝ) (t : ℝ) :
    HasDerivAt (fun s => ∑ k, a k * Real.exp (-s * E k))
      (-∑ k, a k * E k * Real.exp (-t * E k)) t := by
  have h : ∀ k ∈ Finset.univ, HasDerivAt (fun s => a k * Real.exp (-s * E k))
      (-(a k * E k * Real.exp (-t * E k))) t := by
    intro k _
    have h1 : HasDerivAt (fun s : ℝ => -s * E k) (-1 * E k) t :=
      (hasDerivAt_id' t).fun_neg.mul_const (E k)
    exact (h1.exp.const_mul (a k)).congr_deriv (by ring)
  exact (HasDerivAt.fun_sum h).congr_deriv (by simp only [Finset.sum_neg_distrib])
```

`HasDerivAt f f' t` means that $f$ is differentiable at $t$ with derivative $f'$. The lemma says

$$\frac{d}{dt}\sum_k a_ke^{-tE_k}=-\sum_k a_kE_ke^{-tE_k}.$$

The proof differentiates one term by the chain rule, then adds the terms.

```lean
/-- For nonnegative weights, not all zero, the mixed energy changes in imaginary time at a rate
equal to minus the energy variance. -/
theorem hasDerivAt_mixedEnergy {c : ι → ℝ} (E : ι → ℝ) (hc : ∀ k, 0 ≤ c k)
    (hne : ∃ k, 0 < c k) (t : ℝ) :
    HasDerivAt (mixedEnergy c E) (-energyVariance c E t) t := by
  have hZ : HasDerivAt (overlap c E) (-∑ k, c k * E k * Real.exp (-t * E k)) t :=
    hasDerivAt_expSum c E t
  have hN := hasDerivAt_expSum (fun k => c k * E k) E t
  -- expand the square in the variance
  have hv : ∑ k, c k * Real.exp (-t * E k) * (E k - mixedEnergy c E t) ^ 2
      = ∑ k, c k * E k * E k * Real.exp (-t * E k)
        - 2 * mixedEnergy c E t * ∑ k, c k * E k * Real.exp (-t * E k)
        + mixedEnergy c E t ^ 2 * overlap c E t := by
    rw [overlap, Finset.mul_sum, Finset.mul_sum, ← Finset.sum_sub_distrib,
      ← Finset.sum_add_distrib]
    exact Finset.sum_congr rfl (fun k _ => by ring)
  have key : ∀ N S Z : ℝ, Z ≠ 0 → (-S * Z - N * (-N)) / Z ^ 2
      = -((S - 2 * (N / Z) * N + (N / Z) ^ 2 * Z) / Z) := by
    intro N S Z h
    field_simp
    ring
  refine (hN.fun_div hZ (overlap_pos E hc hne t).ne').congr_deriv ?_
  rw [energyVariance, hv]
  exact key _ _ _ (overlap_pos E hc hne t).ne'
```

Write $S=\sum_k c_kE_k^2e^{-tE_k}$. The previous lemma, used with $a_k=c_k$ and with $a_k=c_kE_k$, gives $Z'=-N$ and $N'=-S$. By the quotient rule,

$$E'=\frac{-SZ+N^2}{Z^2}=-\left(\frac SZ-\frac{N^2}{Z^2}\right).$$

Expanding the square in the variance gives

$$\frac1Z\sum_k c_ke^{-tE_k}(E_k-E)^2=\frac{S-2EN+E^2Z}{Z}=\frac SZ-\frac{N^2}{Z^2},$$

since $E=N/Z$. Hence $E'(t)$ is minus the variance.

In Lean, `hv` is the expansion of the square, and `key` is the remaining identity between three numbers $N,S,Z$ with $Z\neq0$. There `field_simp` clears the denominators and `ring` checks the polynomial identity.

## How far above the lowest populated level

```lean
/-- For nonnegative weights, the mixed energy is at least the lowest level `E m` of positive weight,
and exceeds it by no more than the sum of the damped excitation energies, each times its weight,
divided by the weight of `m`. -/
theorem mixedEnergy_bounds {c E : ι → ℝ} (hc : ∀ k, 0 ≤ c k) {m : ι} (hm : 0 < c m)
    (hmin : ∀ k, 0 < c k → E m ≤ E k) (t : ℝ) :
    0 ≤ mixedEnergy c E t - E m ∧ mixedEnergy c E t - E m ≤
      (∑ k, c k * (E k - E m) * Real.exp (-t * (E k - E m))) / c m := by
  have hZ := overlap_pos E hc ⟨m, hm⟩ t
  have hD : (mixedEnergy c E t - E m) * overlap c E t
      = ∑ k, c k * (E k - E m) * Real.exp (-t * E k) := by
    rw [sub_mul, mixedEnergy, div_mul_cancel₀ _ hZ.ne', overlap, Finset.mul_sum,
      ← Finset.sum_sub_distrib]
    exact Finset.sum_congr rfl (fun k _ => by ring)
  have h0 : 0 ≤ mixedEnergy c E t - E m := by
    refine nonneg_of_mul_nonneg_left (b := overlap c E t) ?_ hZ
    rw [hD]
    refine Finset.sum_nonneg fun k _ => mul_nonneg ?_ (Real.exp_pos _).le
    rcases (hc k).eq_or_lt with h | h
    · simp [← h]
    · exact mul_nonneg h.le (sub_nonneg.2 (hmin k h))
  refine ⟨h0, ?_⟩
  -- the overlap is at least the contribution of the level `m`
  have hle : c m * Real.exp (-t * E m) ≤ overlap c E t :=
    Finset.single_le_sum (f := fun k => c k * Real.exp (-t * E k))
      (fun k _ => mul_nonneg (hc k) (Real.exp_pos _).le) (Finset.mem_univ m)
  have he : Real.exp (-t * E m) * Real.exp (t * E m) = 1 := by
    rw [← Real.exp_add, ← Real.exp_zero]
    congr 1
    ring
  rw [le_div_iff₀ hm]
  calc (mixedEnergy c E t - E m) * c m
      = (mixedEnergy c E t - E m) * (c m * Real.exp (-t * E m)) * Real.exp (t * E m) := by
        linear_combination (-(mixedEnergy c E t - E m) * c m) * he
    _ ≤ (mixedEnergy c E t - E m) * overlap c E t * Real.exp (t * E m) := by gcongr
    _ = ∑ k, c k * (E k - E m) * Real.exp (-t * (E k - E m)) := by
        rw [hD, Finset.sum_mul]
        refine Finset.sum_congr rfl fun k _ => ?_
        rw [mul_assoc, ← Real.exp_add]
        congr 2
        ring
```

Here `m` labels a level with $c_m>0$, and `hmin` says that no level of positive weight lies below it. For every real $t$,

$$0\le E(t)-E_m\le\frac1{c_m}\sum_k c_k(E_k-E_m)e^{-t(E_k-E_m)} .$$

To derive this, multiply the excess by the overlap:

$$(E(t)-E_m)\,Z(t)=\sum_k c_k(E_k-E_m)e^{-tE_k}\ge0 .$$

Levels below $E_m$ may exist, but their weight is zero, which is why the proof splits into $c_k=0$ and $c_k>0$. Since $Z>0$, the excess is nonnegative. Next, $Z(t)\ge c_me^{-tE_m}$, because one term cannot exceed a sum of nonnegative terms. Therefore

$$(E(t)-E_m)\,c_me^{-tE_m}\le\sum_k c_k(E_k-E_m)e^{-tE_k},$$

and multiplying by $e^{tE_m}/c_m$ gives the upper bound. The equality is `hD`, the lower bound on $Z$ is `hle`, and the `calc` block carries out the last multiplication.

```lean
/-- For nonnegative weights, if every level of positive weight is either degenerate with `E m` or
at least `g ≥ 0` above it, and `m` itself has positive weight, the excess of the mixed energy over
`E m` is bounded by a constant times `exp (-t * g)` for `t ≥ 0`. -/
theorem mixedEnergy_gap_bound {c E : ι → ℝ} (hc : ∀ k, 0 ≤ c k) {m : ι} (hm : 0 < c m)
    {g t : ℝ} (hg : 0 ≤ g) (ht : 0 ≤ t) (hgap : ∀ k, 0 < c k → E k = E m ∨ E m + g ≤ E k) :
    mixedEnergy c E t - E m ≤ (∑ k, c k * (E k - E m)) / c m * Real.exp (-t * g) := by
  have hmin : ∀ k, 0 < c k → E m ≤ E k := fun k hk => by
    rcases hgap k hk with h | h <;> linarith
  refine (mixedEnergy_bounds hc hm hmin t).2.trans ?_
  rw [div_mul_eq_mul_div, Finset.sum_mul]
  refine div_le_div_of_nonneg_right (Finset.sum_le_sum fun k _ => ?_) hm.le
  rcases (hc k).eq_or_lt with h | h
  · simp [← h]
  · rcases hgap k h with h' | h'
    · simp [h']
    · exact mul_le_mul_of_nonneg_left (Real.exp_le_exp.2 (by nlinarith))
        (mul_nonneg h.le (sub_nonneg.2 (hmin k h)))
```

Now assume a gap: each populated level either equals $E_m$ or lies at least $g\ge0$ above it. This $g$ stands for the excitation energy to the next level that the trial state contains. For $t\ge0$, terms with $c_k=0$ or $E_k=E_m$ vanish, and the others satisfy $e^{-t(E_k-E_m)}\le e^{-tg}$. So

$$E(t)-E_m\le\frac{\sum_k c_k(E_k-E_m)}{c_m}\,e^{-tg}.$$

For a normalised trial state, $\sum_k c_k=1$, the prefactor is $(E(0)-E_m)/c_m$: the initial excess over $E_m$ divided by the weight of level $m$.

## Monotone decrease and the limit

```lean
/-- For nonnegative weights, not all zero, the mixed energy is nonincreasing in imaginary time and
tends to the lowest level of positive weight. -/
theorem mixedEnergy_antitone_and_tendsto {c : ι → ℝ} (E : ι → ℝ) (hc : ∀ k, 0 ≤ c k)
    (hne : ∃ k, c k ≠ 0) :
    Antitone (mixedEnergy c E) ∧ ∃ m, 0 < c m ∧ (∀ k, 0 < c k → E m ≤ E k) ∧
      Tendsto (mixedEnergy c E) atTop (𝓝 (E m)) := by
  obtain ⟨i, hi⟩ := hne
  have hi : 0 < c i := lt_of_le_of_ne (hc i) hi.symm
  constructor
  · -- the slope is minus a variance
    refine antitone_of_deriv_nonpos
      (fun t => (hasDerivAt_mixedEnergy E hc ⟨i, hi⟩ t).differentiableAt) fun t => ?_
    rw [(hasDerivAt_mixedEnergy E hc ⟨i, hi⟩ t).deriv, neg_nonpos]
    exact div_nonneg (Finset.sum_nonneg fun k _ =>
      mul_nonneg (mul_nonneg (hc k) (Real.exp_pos _).le) (sq_nonneg _))
      (overlap_pos E hc ⟨i, hi⟩ t).le
  · obtain ⟨m, hm, hmin⟩ := Finset.exists_min_image
      (Finset.univ.filter fun k => 0 < c k) E ⟨i, by simp [hi]⟩
    have hm : 0 < c m := (Finset.mem_filter.1 hm).2
    have hmin : ∀ k, 0 < c k → E m ≤ E k := fun k hk => hmin k (by simp [hk])
    refine ⟨m, hm, hmin, ?_⟩
    -- every damped excitation energy dies out
    have hterm : ∀ k ∈ Finset.univ, Tendsto
        (fun t : ℝ => c k * (E k - E m) * Real.exp (-t * (E k - E m))) atTop (𝓝 0) := by
      intro k _
      rcases (hc k).eq_or_lt with h | h
      · simp [← h]
      · rcases (hmin k h).eq_or_lt with h' | h'
        · simp [h']
        · have hexp := Real.tendsto_exp_atBot.comp
            (tendsto_neg_atTop_atBot.atBot_mul_const (sub_pos.2 h'))
          simpa using hexp.const_mul (c k * (E k - E m))
    have hsum := (tendsto_finsetSum Finset.univ hterm).div_const (c m)
    simp only [Finset.sum_const_zero, zero_div] at hsum
    have hlim := squeeze_zero (fun t => (mixedEnergy_bounds hc hm hmin t).1)
      (fun t => (mixedEnergy_bounds hc hm hmin t).2) hsum
    simpa using hlim.add_const (E m)

end

end MixedEstimator
```

`Antitone` means nonincreasing, here on the whole real line. The second part supplies a label `m` of positive weight, lowest among such labels, and `Tendsto … atTop (𝓝 (E m))` reads $E(t)\to E_m$ as $t\to\infty$.

Monotonicity follows because the derivative is minus a nonnegative variance. For the limit, a finite nonempty set of populated levels has a lowest member. Each term $c_k(E_k-E_m)e^{-t(E_k-E_m)}$ is either identically zero or decays, so the finite sum tends to zero. `squeeze_zero` traps the excess between $0$ and this sum, and adding $E_m$ back gives the limit.

A tempting misstatement takes the minimum over all levels. With levels $0,1$ and weights $0,1$, the mixed energy is $1$ at every $t$: projection cannot recover a ground state that is absent from the trial state.

In projection Monte Carlo started from the same trial state that enters the estimator, this describes the energy's approach to its plateau for a finite spectrum and an exactly applied propagator, without sampling noise or time-step error.

```lean
#print axioms MixedEstimator.mixedEnergy_gap_bound
-- 'MixedEstimator.mixedEnergy_gap_bound' depends on axioms: [propext, Classical.choice, Quot.sound]
#print axioms MixedEstimator.mixedEnergy_antitone_and_tendsto
-- 'MixedEstimator.mixedEnergy_antitone_and_tendsto' depends on axioms: [propext, Classical.choice, Quot.sound]
```
